# The one-root Rys rule is exact for $a + b\,t^2$, and its node lies in $(0, 1/3]$ when $T \ge 0$

The Boys function enters here as an integral, not as a sequence postulated to obey a recurrence. For a natural number $n$ and a real number $T$,

$$F_n(T) = \int_0^1 t^{2n} e^{-T t^2}\,dt .$$

The one-root Rys rule is then defined by its weight and node,

$$w = F_0(T), \qquad u = \frac{F_1(T)}{F_0(T)} .$$

The node is a value of $t^2$, not of $t$: the rule replaces $t^2$ by $u$ in the polynomial and multiplies by $w$. In Lean these three objects are `boys`, `rysWeight` and `rysNode`.

```lean
import Mathlib

open MeasureTheory

namespace OneRootRys

noncomputable section

/-- The Boys function `F_n(T)`, the integral over `[0,1]` of `t^(2n) exp(-T t^2)`. -/
def boys (n : ℕ) (T : ℝ) : ℝ :=
  ∫ t in (0 : ℝ)..1, t ^ (2 * n) * Real.exp (-T * t ^ 2)

/-- The weight of the one-root Rys rule, `w = F_0(T)`. -/
def rysWeight (T : ℝ) : ℝ := boys 0 T

/-- The node of the one-root Rys rule in the variable `t^2`, `u = F_1(T) / F_0(T)`. -/
def rysNode (T : ℝ) : ℝ := boys 1 T / boys 0 T
```

The main theorem, `one_root_rys_rule`, says that for $T \ge 0$

$$\int_0^1 (a + b\,t^2)\, e^{-T t^2}\,dt = w\,(a + b\,u) \quad\text{for all real } a, b, \qquad 0 < u \le \tfrac13 .$$

Integrals of this kind appear when the Coulomb repulsion between Gaussian charge distributions is reduced to one dimension, and for four primitive Gaussians a single root suffices in every geometry when the total angular momentum is 0 or 1, as for $(ss|ss)$ and $(ps|ss)$; higher angular momenta in general need more roots. That reduction, and Rys rules with more roots, are background and not part of the Lean file.

## A positive weight, derived for every real $T$

The node is a quotient, so $F_0(T)$ must not vanish. Physically, $F_0$ is the $(ss|ss)$ repulsion integral of primitive Gaussians up to a positive prefactor, and it should be positive because it describes the repulsion of two positive densities. No hypothesis is needed for this. For $0 < t < 1$ the integrand $t^{2n} e^{-T t^2}$ is positive whatever the sign of $T$, so every $F_n(T)$ is positive, and $u > 0$ follows at once.

The Lean proof first obtains integrability from continuity. It then applies a lemma that asks for positivity only on the open interval, so the zero of $t^{2n}$ at $t = 0$ for $n \ge 1$ does no harm.

```lean
/-- The integrand of every Boys function is integrable on `[0,1]`. -/
lemma boys_integrable (n : ℕ) (T : ℝ) :
    IntervalIntegrable (fun t : ℝ => t ^ (2 * n) * Real.exp (-T * t ^ 2)) volume 0 1 :=
  Continuous.intervalIntegrable (by fun_prop) 0 1

/-- Every Boys function is strictly positive. -/
theorem boys_pos (n : ℕ) (T : ℝ) : 0 < boys n T := by
  unfold boys
  refine intervalIntegral.intervalIntegral_pos_of_pos_on (boys_integrable n T) ?_ one_pos
  intro t ht
  have h0 : 0 < t := ht.1
  positivity
```

If $F_0$ could be zero, Lean would read the quotient as 0, and the identity $w u = F_1$, on which exactness rests, could fail.

## The sign of $T$ and the bound $1/3$

For two Gaussian charge distributions with exponents $p, q > 0$ and real centres $\mathbf P, \mathbf Q$, the argument is $T = \frac{pq}{p+q}\,|\mathbf P - \mathbf Q|^2$. The hypothesis $T \ge 0$ therefore holds for real geometries, with $T = 0$ when the centres coincide. It makes $e^{-T t^2}$ a non-increasing function of $t$ on $[0,1]$, which shifts the weighted mean of $t^2$ towards zero, or leaves it at its unweighted value $1/3$.

To turn this into a proof, differentiate

$$\frac{d}{dt}\Big[t^{2n+1} e^{-T t^2}\Big] = (2n+1)\,t^{2n} e^{-T t^2} - 2T\, t^{2n+2} e^{-T t^2}$$

and integrate over $[0,1]$. The bracket is $e^{-T}$ at $t = 1$ and zero at $t = 0$, so

$$(2n+1)\,F_n = 2T\,F_{n+1} + e^{-T} .$$

The proof of this recurrence turns on Mathlib's `HasDerivAt`. The proposition `HasDerivAt f f' x` takes the value of the derivative as an argument, so the lemma can announce the derivative in the form that the integral needs: $2n+1$ times one Boys integrand minus $2T$ times the next. The product and chain rules produce a different but equal expression, and `congr_deriv` reduces the discrepancy to an algebraic identity, which `push_cast` and `ring` settle. The fundamental theorem of calculus, `intervalIntegral.integral_eq_sub_of_hasDerivAt`, then gives the boundary values. Nothing is divided by $T$, so the recurrence holds at $T = 0$ as well.

```lean
/-- The recurrence of the Boys functions: `(2n+1) F_n(T) = 2T F_(n+1)(T) + exp(-T)`. -/
theorem boys_recurrence (n : ℕ) (T : ℝ) :
    (2 * (n : ℝ) + 1) * boys n T = 2 * T * boys (n + 1) T + Real.exp (-T) := by
  -- differentiate `t^(2n+1) exp(-T t^2)`
  have hd : ∀ t ∈ Set.uIcc (0 : ℝ) 1,
      HasDerivAt (fun s : ℝ => s ^ (2 * n + 1) * Real.exp (-T * s ^ 2))
        ((2 * (n : ℝ) + 1) * (t ^ (2 * n) * Real.exp (-T * t ^ 2))
          - 2 * T * (t ^ (2 * (n + 1)) * Real.exp (-T * t ^ 2))) t := by
    intro t _
    have h1 : HasDerivAt (fun s : ℝ => s ^ (2 * n + 1))
        (((2 * n + 1 : ℕ) : ℝ) * t ^ (2 * n)) t := by
      simpa using hasDerivAt_pow (2 * n + 1) t
    have h2 : HasDerivAt (fun s : ℝ => -T * s ^ 2) (-T * (2 * t)) t := by
      simpa using (hasDerivAt_pow 2 t).const_mul (-T)
    refine (h1.fun_mul h2.exp).congr_deriv ?_
    push_cast
    ring
  -- integrate the derivative over `[0,1]`
  have h : ∫ t in (0 : ℝ)..1, ((2 * (n : ℝ) + 1) * (t ^ (2 * n) * Real.exp (-T * t ^ 2))
      - 2 * T * (t ^ (2 * (n + 1)) * Real.exp (-T * t ^ 2))) = Real.exp (-T) := by
    rw [intervalIntegral.integral_eq_sub_of_hasDerivAt hd
      (Continuous.intervalIntegrable (by fun_prop) 0 1)]
    simp
  rw [intervalIntegral.integral_sub ((boys_integrable n T).const_mul _)
    ((boys_integrable (n + 1) T).const_mul _), intervalIntegral.integral_const_mul,
    intervalIntegral.integral_const_mul] at h
  unfold boys
  linarith
```

The next lemma is linearity of the integral for polynomials up to $t^4$:

$$\int_0^1 (a + b\,t^2 + c\,t^4)\, e^{-T t^2}\,dt = a F_0 + b F_1 + c F_2 .$$

It serves the comparison of moments, the exactness of the rule and the error estimate.

```lean
/-- A quadratic polynomial in `t^2` under the weight `exp(-T t^2)` integrates to the
corresponding combination of `F_0`, `F_1` and `F_2`. -/
theorem integral_quadratic (T a b c : ℝ) :
    ∫ t in (0 : ℝ)..1, (a + b * t ^ 2 + c * t ^ 4) * Real.exp (-T * t ^ 2)
      = a * boys 0 T + b * boys 1 T + c * boys 2 T := by
  have e : (fun t : ℝ => (a + b * t ^ 2 + c * t ^ 4) * Real.exp (-T * t ^ 2))
      = fun t : ℝ => a * (t ^ (2 * 0) * Real.exp (-T * t ^ 2))
        + (b * (t ^ (2 * 1) * Real.exp (-T * t ^ 2))
          + c * (t ^ (2 * 2) * Real.exp (-T * t ^ 2))) := by
    funext t
    ring
  have hbc : IntervalIntegrable (fun t : ℝ => b * (t ^ (2 * 1) * Real.exp (-T * t ^ 2))
      + c * (t ^ (2 * 2) * Real.exp (-T * t ^ 2))) volume 0 1 :=
    Continuous.intervalIntegrable (by fun_prop) 0 1
  rw [e, intervalIntegral.integral_add ((boys_integrable 0 T).const_mul a) hbc,
    intervalIntegral.integral_add ((boys_integrable 1 T).const_mul b)
      ((boys_integrable 2 T).const_mul c),
    intervalIntegral.integral_const_mul, intervalIntegral.integral_const_mul,
    intervalIntegral.integral_const_mul]
  unfold boys
  ring
```

With $a = 0$, $b = 1$, $c = -1$ it expresses the gap between two moments as an integral,

$$F_1 - F_2 = \int_0^1 t^2 (1 - t^2)\, e^{-T t^2}\,dt > 0 ,$$

which is positive because the integrand is positive for $0 < t < 1$. Lean factors the polynomial as `t ^ 2 * ((1 - t) * (1 + t))`, from which `positivity` can read off the sign.

```lean
/-- The second Boys moment lies strictly below the first: `F_2(T) < F_1(T)`. -/
theorem boys_two_lt_one (T : ℝ) : boys 2 T < boys 1 T := by
  have h : 0 < ∫ t in (0 : ℝ)..1,
      (0 + 1 * t ^ 2 + (-1) * t ^ 4) * Real.exp (-T * t ^ 2) := by
    refine intervalIntegral.intervalIntegral_pos_of_pos_on
      (Continuous.intervalIntegrable (by fun_prop) 0 1) ?_ one_pos
    intro t ht
    have h0 : 0 < t := ht.1
    have h1 : 0 < 1 - t := sub_pos.mpr ht.2
    have e : 0 + 1 * t ^ 2 + (-1) * t ^ 4 = t ^ 2 * ((1 - t) * (1 + t)) := by ring
    rw [e]
    positivity
  rw [integral_quadratic] at h
  linarith
```

The recurrence for $n = 0$ and $n = 1$ reads

$$F_0 = 2T F_1 + e^{-T}, \qquad 3F_1 = 2T F_2 + e^{-T} .$$

Subtracting removes the exponential:

$$F_0 - 3F_1 = 2T\,(F_1 - F_2) .$$

Dividing by $3F_0 > 0$ gives

$$\frac13 - u = \frac{2T\,(F_1 - F_2)}{3F_0} .$$

Every factor on the right except $T$ is positive, so $\frac13 - u$ has the sign of $T$. Without the hypothesis the bound fails: each $T < 0$ gives $u > 1/3$. The value $u = 1/3$ occurs at $T = 0$ and nowhere else.

In `rysNode_third` the subtracted identity is called `key`. The proof clears the denominator with `div_le_iff₀` or `div_eq_iff`, and then compares signs. For the direction from $u \le 1/3$ to $T \ge 0$, it supposes that $T$ is negative, multiplies $-T > 0$ by the positive gap $F_1 - F_2$, and lets `linarith` find the contradiction with `key`.

```lean
/-- The Rys node satisfies `u ≤ 1/3` exactly when `T ≥ 0`, and `u = 1/3` exactly when
`T = 0`. -/
theorem rysNode_third (T : ℝ) :
    (rysNode T ≤ 1 / 3 ↔ 0 ≤ T) ∧ (rysNode T = 1 / 3 ↔ T = 0) := by
  have h0 := boys_pos 0 T
  have hd : 0 < boys 1 T - boys 2 T := sub_pos.mpr (boys_two_lt_one T)
  -- subtract two consecutive recurrences
  have key : boys 0 T - 3 * boys 1 T = 2 * T * (boys 1 T - boys 2 T) := by
    have r0 := boys_recurrence 0 T
    have r1 := boys_recurrence 1 T
    norm_num at r0 r1
    linarith
  unfold rysNode
  constructor
  · rw [div_le_iff₀ h0]
    constructor
    · intro h
      by_contra hT
      have hT' : 0 < -T := by linarith
      have := mul_pos hT' hd
      linarith
    · intro hT
      have := mul_nonneg hT hd.le
      linarith
  · rw [div_eq_iff h0.ne']
    constructor
    · intro h
      have hz : T * (boys 1 T - boys 2 T) = 0 := by linarith
      exact (mul_eq_zero.mp hz).resolve_right hd.ne'
    · intro hT
      have hz : T * (boys 1 T - boys 2 T) = 0 := by rw [hT, zero_mul]
      linarith
```

## A polynomial of first degree in $t^2$

The second restriction is on the integrand: it has a constant term and a $t^2$ term, and nothing higher. This is the form that total angular momentum 0 or 1 produces, with $a$ and $b$ set by the exponents and the geometry. By linearity and $F_1 = w u$,

$$\int_0^1 (a + b\,t^2)\, e^{-T t^2}\,dt = a F_0 + b F_1 = a w + b w u = w\,(a + b\,u) .$$

The Lean proof follows the same line. It takes the linearity lemma with $c = 0$ and rewrites $F_1$ as weight times node.

```lean
/-- Weight times node is the first Boys moment: `w u = F_1(T)`. -/
lemma weight_mul_node (T : ℝ) : rysWeight T * rysNode T = boys 1 T := by
  unfold rysWeight rysNode
  exact mul_div_cancel₀ _ (boys_pos 0 T).ne'

/-- The one-root rule integrates every `a + b t^2` exactly under the weight
`exp(-T t^2)`, for any real `T`. -/
theorem rys_exact (T a b : ℝ) :
    ∫ t in (0 : ℝ)..1, (a + b * t ^ 2) * Real.exp (-T * t ^ 2)
      = rysWeight T * (a + b * rysNode T) := by
  have h := integral_quadratic T a b 0
  simp only [zero_mul, add_zero] at h
  rw [h, ← weight_mul_node]
  unfold rysWeight
  ring
```

`rys_exact` has no condition on $T$; exactness survives for negative arguments. In the main theorem, `hT` is used only for the last component, the upper bound on the node. The quantifier over `a` and `b` stands after `T`, and `rysWeight T` and `rysNode T` contain neither coefficient, so one weight and one node serve all polynomials of this form at a given $T$.

```lean
/-- One-root Rys rule: for `T ≥ 0` the weight `F_0(T)` and node `F_1(T)/F_0(T)` integrate
every `a + b t^2` exactly under `exp(-T t^2)`, and the node lies in `(0, 1/3]`. -/
theorem one_root_rys_rule (T : ℝ) (hT : 0 ≤ T) :
    (∀ a b : ℝ, ∫ t in (0 : ℝ)..1, (a + b * t ^ 2) * Real.exp (-T * t ^ 2)
      = rysWeight T * (a + b * rysNode T)) ∧ 0 < rysNode T ∧ rysNode T ≤ 1 / 3 :=
  ⟨rys_exact T, div_pos (boys_pos 1 T) (boys_pos 0 T), (rysNode_third T).1.mpr hT⟩
```

## Exactness for all coefficients determines the rule

The uniqueness theorem starts from some pair of real numbers $w', u'$, written `w` and `u` in Lean, and assumes that

$$\int_0^1 (a + b\,t^2)\, e^{-T t^2}\,dt = w'\,(a + b\,u') \quad\text{for all real } a, b .$$

This hypothesis, `h`, describes a rule that is fixed once $T$ is known and does not have to be adjusted to the coefficients. It does not require $w'$ to be positive or $u'$ to lie in $[0,1]$.

By hand, two choices are enough. Taking $a = 1$, $b = 0$ gives $w' = F_0 = w$. Taking $a = 0$, $b = 1$ gives $w' u' = F_1$, and division by $F_0 > 0$ gives $u' = u$. The proof uses `h 1 0` and `h 0 1` in the same way, compares each with `rys_exact`, and cancels the non-zero weight.

```lean
/-- Any one-point rule that is exact for all `a + b t^2` has the Rys weight and the
Rys node. -/
theorem rys_unique (T w u : ℝ)
    (h : ∀ a b : ℝ, ∫ t in (0 : ℝ)..1, (a + b * t ^ 2) * Real.exp (-T * t ^ 2)
      = w * (a + b * u)) : w = rysWeight T ∧ u = rysNode T := by
  have h1 := (h 1 0).symm.trans (rys_exact T 1 0)
  have h2 := (h 0 1).symm.trans (rys_exact T 0 1)
  have hw : w = rysWeight T := by linarith
  refine ⟨hw, ?_⟩
  rw [hw] at h2
  have hpos : rysWeight T ≠ 0 := (boys_pos 0 T).ne'
  have h3 := mul_left_cancel₀ hpos h2
  linarith
```

With a weaker hypothesis the rule is no longer determined. Exactness for constants alone leaves the node free, and exactness for multiples of $t^2$ alone fixes only the product $w' u'$.

## The error in the $t^4$ moment

If the restriction to first degree in $t^2$ is lifted, the rule fails already at $t^4$, where it returns $w u^2$ in place of $F_2$. Expanding a square and using $F_0 = w$ and $F_1 = w u$,

$$\int_0^1 (t^2 - u)^2 e^{-T t^2}\,dt = F_2 - 2u F_1 + u^2 F_0 = F_2 - w u^2 .$$

The left side is positive, so $w u^2 < F_2$ for every real $T$. Divided by $w$, the error is the variance of $t^2$ under the normalised weight $e^{-T t^2}/F_0$.

Here the integrand vanishes at $t = \sqrt u$, inside the interval, so the positivity lemma used for the Boys functions does not apply. The proof calls `intervalIntegral.integral_pos` instead, which asks for a continuous, non-negative integrand and one point where it is positive. That point is $t = 0$, where the integrand equals $u^2$.

```lean
/-- The one-root rule strictly underestimates the integral of `t^4 exp(-T t^2)`:
`w u^2 < F_2(T)`. -/
theorem rys_underestimates_quartic (T : ℝ) :
    rysWeight T * rysNode T ^ 2 < boys 2 T := by
  have hu : 0 < rysNode T := div_pos (boys_pos 1 T) (boys_pos 0 T)
  -- the error is the integral of `(t^2 - u)^2 exp(-T t^2)`
  have h : 0 < ∫ t in (0 : ℝ)..1,
      (rysNode T ^ 2 + (-2 * rysNode T) * t ^ 2 + 1 * t ^ 4) * Real.exp (-T * t ^ 2) := by
    refine intervalIntegral.integral_pos one_pos
      (Continuous.continuousOn (by fun_prop)) ?_ ⟨0, by simp, ?_⟩
    · intro t _
      have e : rysNode T ^ 2 + (-2 * rysNode T) * t ^ 2 + 1 * t ^ 4
          = (t ^ 2 - rysNode T) ^ 2 := by ring
      rw [e]
      positivity
    · have e : rysNode T ^ 2 + (-2 * rysNode T) * (0 : ℝ) ^ 2 + 1 * (0 : ℝ) ^ 4
          = rysNode T ^ 2 := by ring
      rw [e]
      positivity
  rw [integral_quadratic, ← weight_mul_node] at h
  unfold rysWeight at h ⊢
  linarith

end

end OneRootRys
```

```lean
#print axioms OneRootRys.one_root_rys_rule
#print axioms OneRootRys.rys_unique
#print axioms OneRootRys.rys_underestimates_quartic
```

```
'OneRootRys.one_root_rys_rule' depends on axioms: [propext, Classical.choice, Quot.sound]
'OneRootRys.rys_unique' depends on axioms: [propext, Classical.choice, Quot.sound]
'OneRootRys.rys_underestimates_quartic' depends on axioms: [propext, Classical.choice, Quot.sound]
```

## The rule at $T = 0$ and at $T = 1$

At $T = 0$ the exponential is 1 and $F_n(0) = 1/(2n+1)$. Hence $w = 1$ and $u = 1/3$, and the rule gives $a + b/3$, which is the integral of $a + b\,t^2$. For $t^4$ it gives $1/9$ where the integral is $1/5$.

At $T = 1$, integrating the power series of the exponential term by term gives

$$F_0(1) = 1 - \tfrac13 + \tfrac1{10} - \tfrac1{42} + \tfrac1{216} - \cdots \approx 0.74682 .$$

With $e^{-1} \approx 0.36788$, the recurrence supplies the next two moments:

$$F_1(1) = \tfrac12\,(F_0 - e^{-1}) \approx 0.18947, \qquad F_2(1) = \tfrac12\,(3F_1 - e^{-1}) \approx 0.10027 .$$

The weight is $w \approx 0.74682$ and the node is $u \approx 0.2537$, below $1/3$ as it should be for positive $T$. For the polynomial $1 + t^2$, the rule gives $0.74682 \times 1.2537 \approx 0.9363$, in agreement with $F_0 + F_1$. For $t^4$ it gives $w u^2 \approx 0.0481$, less than half of $F_2(1)$.
